# Summed Stout-Politzer populations of two overlapping functions depend on the choice of orthonormal orbitals

## Two functions with overlap one half

Take two real normalised basis functions $\chi_0,\chi_1$ with overlap $s=\langle\chi_0|\chi_1\rangle$, and an orbital $\phi=c_0\chi_0+c_1\chi_1$ with real coefficients. Its squared norm is $c_0^2+2sc_0c_1+c_1^2$. The terms $c_0^2$ and $c_1^2$, the net populations, belong to one function each, while the overlap population $2sc_0c_1$ belongs to both. Mulliken's rule gives half of it to each function. The Stout-Politzer rule divides it in the ratio $c_0^2:c_1^2$, on the postulate that the function with the larger weight in the orbital should carry the larger part.

Set $s=\tfrac12$. The bonding orbital $(1,1)/\sqrt3$ has net population $\tfrac13$ on $\chi_0$ and overlap population $\tfrac13$. The weights are equal, so $\chi_0$ receives $\tfrac13+\tfrac16=\tfrac12$. The antibonding orbital $(1,-1)$ gives $1-\tfrac12=\tfrac12$, and the sum is $1$ under either rule.

Now take $(1,0)$ and $(-1,2)/\sqrt3$, which are also orthonormal. The first puts $1$ on $\chi_0$. The second has net populations $\tfrac13$ and $\tfrac43$ and overlap population $-\tfrac23$. Halving leaves $\tfrac13-\tfrac13=0$ on $\chi_0$, and the Mulliken sum is again $1$. The ratio $1:4$ gives $\chi_0$ only one fifth of the negative term, which leaves $\tfrac13-\tfrac2{15}=\tfrac15$, and the sum is $\tfrac65$.

## Populations in a finite basis

Let $a,b$ label the functions of a finite basis with overlap matrix $S$, and let $c$ be the coefficient vector of an orbital. For a pair with coefficients $x,y$ and overlap $\sigma$, the share of the first function is
$$h(x,y,\sigma)=2xy\sigma\,\frac{x^2}{x^2+y^2},$$
and the Stout-Politzer population on function $a$ is
$$q_a(c)=c_a^2S_{aa}+\sum_{b\ne a}h(c_a,c_b,S_{ab}).$$

The fractions $x^2/(x^2+y^2)$ and $y^2/(x^2+y^2)$ add to one, so $h(x,y,\sigma)+h(y,x,\sigma)=2xy\sigma$. With $y=x$ this reads $h(x,x,\sigma)=x^2\sigma$, so the net population is the term $b=a$ and $q_a=\sum_b h(c_a,c_b,S_{ab})$. For symmetric $S$, exchanging the names of $a$ and $b$ gives $\sum_{a,b}h(c_a,c_b,S_{ab})=\sum_{a,b}h(c_b,c_a,S_{ab})$. Adding the two forms yields
$$2\sum_a q_a=\sum_{a,b}2c_ac_bS_{ab},\qquad\text{so}\qquad \sum_a q_a=c^{T}Sc .$$
The rule therefore distributes exactly the squared norm of each orbital.

## Mulliken sums over a complete set

Collect as many orbitals as basis functions in the rows of a square matrix $C$, so that $C_{ia}$ is the coefficient of function $a$ in orbital $c_i$. Orthonormality is $CSC^{T}=1$. For square matrices a right inverse is also a left inverse, so $C\,(SC^{T})=1$ implies $SC^{T}C=1$. The density matrix $P=C^{T}C$, for one electron in each orbital, then satisfies $SP=1$. The Mulliken gross population of an orbital $c$ on $a$ is $c_a(Sc)_a$, and its sum over the set is
$$M_a(C)=\sum_i C_{ia}\sum_b S_{ab}C_{ib}=(SP)_{aa}=1 .$$
The orbitals enter $M_a$ only through $P$. The Stout-Politzer sum $Q_a(C)=\sum_i q_a(c_i)$ has a denominator $C_{ia}^2+C_{ib}^2$ that depends on the orbital $i$, and the two-function case shows that it is not a function of $P$ and $S$.

## The two sets for general overlap

Let $S=\begin{pmatrix}1&s\\ s&1\end{pmatrix}$ with $-1<s<1$, the condition that two normalised functions are linearly independent. The only pair gives
$$q_0(c)=c_0^2+\frac{2s\,c_0^3c_1}{c_0^2+c_1^2}.$$

The canonical set has rows $(p,p)$ and $(q,-q)$ with $p=1/\sqrt{2(1+s)}$ and $q=1/\sqrt{2(1-s)}$. These are canonical orbitals when the Fock matrix is unchanged by exchanging the two functions. For $s>0$ the first is bonding and the second antibonding, as the comments in the file say; for $s<0$ the two names change places. The squared norms are $2(1+s)p^2=1$ and $2(1-s)q^2=1$, and the overlap of the two orbitals is $pq+s(-pq+pq)-pq=0$. The shares are $2sp^4/2p^2=sp^2$ and $-2sq^4/2q^2=-sq^2$, so
$$Q_0=(1+s)p^2+(1-s)q^2=\tfrac12+\tfrac12=1 .$$

The Schmidt set keeps $\chi_0$ and orthogonalises $\chi_1$ against it. Its rows are $(1,0)$ and $(-sr,r)$ with $r=1/\sqrt{1-s^2}$. The squared norms are $1$ and $(s^2-2s^2+1)r^2=1$, and the overlap is $-sr+sr=0$. The first orbital has $q_0=1$. The share in the second is $-2s^4r^4/[(1+s^2)r^2]=-2s^4r^2/(1+s^2)$, so
$$q_0=s^2r^2\,\frac{(1+s^2)-2s^2}{1+s^2}=\frac{s^2\,r^2(1-s^2)}{1+s^2}=\frac{s^2}{1+s^2},\qquad Q_0=1+\frac{s^2}{1+s^2}.$$
Both density matrices are right inverses of the same $S$, so they coincide.

## What `setPop_not_invariant` asserts

The type `n` labels the basis functions and also the orbitals of a set, which makes `C` square and the set complete. The definitions `share`, `pop`, `setPop` and `setMulliken` are $h$, $q_a$, $Q_a$ and $M_a$; `C i` is row $i$, the orbital $c_i$; `IsOrthonormalSet S C` is $CSC^{T}=1$. The matrices `overlap s`, `canonical s` and `schmidt s` are the two-function $S$ and the two sets, already normalised through `normFactor t` $=1/\sqrt t$. The index `0` is $\chi_0$, which the comments in the file call the first function. When $x=y=0$ the fraction in `share` is $0/0$, which Lean sets to zero; it multiplies the vanishing factor $2xy\sigma$, so any real value would give the same share.

For real $s$ with `-1 < s` and `s < 1` the theorem states that both sets are orthonormal, that `(canonical s)ᵀ * canonical s = (schmidt s)ᵀ * schmidt s`, that both Mulliken sums on $\chi_0$ are $1$, that the Stout-Politzer sums on $\chi_0$ are $1$ and $1+s^2/(1+s^2)$, and that the first is strictly smaller when `s ≠ 0`. The theorems `sum_pop` and `complete_set` hold for any finite basis. The first assumes `S.IsSymm`, the symmetry of the overlap of real functions, and the second assumes only orthonormality.

The overlap matrix is an input, with no functions or integrals behind it. Coefficients are real, every orbital carries one electron, and spin and energies do not appear. The dependence on the orbital set is shown for two functions and these two sets. The Mulliken theorem covers complete sets only. The identity $M_a=(SP)_{aa}$ holds for any number of singly occupied orbitals, so Mulliken sums are also unchanged by rotations inside a smaller occupied subspace, but this is not part of the Lean file.

In electronic-structure terms, for this real two-function model with both orbitals equally occupied, the two sets describe one density, and the summed Stout-Politzer population on $\chi_0$ still differs between them whenever $s\neq0$. Such a sum is then a property of the chosen orbitals and not of the density matrix alone.

## The Lean file

```lean
import Mathlib

open Matrix

namespace StoutPolitzer

noncomputable section

variable {n : Type*} [Fintype n] [DecidableEq n]

/-- The part of the overlap population `2 x y σ` of two basis functions (coefficients `x`, `y`,
overlap `σ`) given to the first one, namely the fraction `x² / (x² + y²)`. -/
def share (x y σ : ℝ) : ℝ := 2 * x * y * σ * (x ^ 2 / (x ^ 2 + y ^ 2))

/-- Stout-Politzer population of the orbital `c` on basis function `a`: the net population plus
the shares of the overlap populations with all other functions. -/
def pop (S : Matrix n n ℝ) (c : n → ℝ) (a : n) : ℝ :=
  c a ^ 2 * S a a + ∑ b ∈ Finset.univ.erase a, share (c a) (c b) (S a b)

/-- Stout-Politzer population on function `a` summed over the orbitals in the rows of `C`. -/
def setPop (S C : Matrix n n ℝ) (a : n) : ℝ := ∑ i, pop S (C i) a

/-- Mulliken gross population `c_a (S c)_a` on function `a`, summed over the orbitals in the
rows of `C`. -/
def setMulliken (S C : Matrix n n ℝ) (a : n) : ℝ := ∑ i, C i a * (S *ᵥ C i) a

/-- The rows of the square matrix `C` are orthonormal in the metric `S`. -/
def IsOrthonormalSet (S C : Matrix n n ℝ) : Prop := C * S * Cᵀ = 1

/-- Overlap matrix of two normalised functions with overlap `s`. -/
def overlap (s : ℝ) : Matrix (Fin 2) (Fin 2) ℝ := !![1, s; s, 1]

/-- The normalisation factor `1 / √t`. -/
def normFactor (t : ℝ) : ℝ := 1 / Real.sqrt t

/-- Bonding orbital `(1, 1) / √(2(1+s))` and antibonding orbital `(1, -1) / √(2(1-s))`. -/
def canonical (s : ℝ) : Matrix (Fin 2) (Fin 2) ℝ :=
  !![normFactor (2 * (1 + s)), normFactor (2 * (1 + s));
     normFactor (2 * (1 - s)), -normFactor (2 * (1 - s))]

/-- The orbitals `(1, 0)` and `(-s, 1) / √(1 - s²)`. -/
def schmidt (s : ℝ) : Matrix (Fin 2) (Fin 2) ℝ :=
  !![1, 0; -s * normFactor (1 - s ^ 2), normFactor (1 - s ^ 2)]

/-- The shares of the two functions add up to the overlap population of the pair. -/
theorem share_add (x y σ : ℝ) : share x y σ + share y x σ = 2 * x * y * σ := by
  by_cases h : x ^ 2 + y ^ 2 = 0
  · have hx2 : x ^ 2 = 0 := by nlinarith [sq_nonneg x, sq_nonneg y]
    have hx : x = 0 := (pow_eq_zero_iff two_ne_zero).mp hx2
    simp [share, hx]
  · have hw := mul_inv_cancel₀ h
    unfold share
    rw [add_comm (y ^ 2) (x ^ 2)]
    linear_combination (2 * x * y * σ) * hw

/-- The population on `a` is the sum of the shares over all `b`, the term `b = a` being the
net population. -/
theorem pop_eq_sum (S : Matrix n n ℝ) (c : n → ℝ) (a : n) :
    pop S c a = ∑ b, share (c a) (c b) (S a b) := by
  have hself : ∀ x σ : ℝ, share x x σ = x ^ 2 * σ := by
    intro x σ
    linear_combination (1 / 2 : ℝ) * share_add x x σ
  rw [pop, ← hself (c a) (S a a)]
  exact Finset.add_sum_erase _ (fun b => share (c a) (c b) (S a b)) (Finset.mem_univ a)

/-- For a symmetric overlap matrix the populations of one orbital add up to `cᵀ S c`. -/
theorem sum_pop (S : Matrix n n ℝ) (hS : S.IsSymm) (c : n → ℝ) :
    ∑ a, pop S c a = c ⬝ᵥ S *ᵥ c := by
  simp only [pop_eq_sum]
  -- relabel the pair, then add the two shares
  have h1 : ∑ a, ∑ b, share (c a) (c b) (S a b) = ∑ a, ∑ b, share (c b) (c a) (S a b) := by
    rw [Finset.sum_comm]
    refine Finset.sum_congr rfl fun a _ => Finset.sum_congr rfl fun b _ => ?_
    rw [hS.apply a b]
  have h2 : ∑ a, ∑ b, share (c a) (c b) (S a b) + ∑ a, ∑ b, share (c b) (c a) (S a b)
      = 2 * (c ⬝ᵥ S *ᵥ c) := by
    simp only [← Finset.sum_add_distrib, share_add, dotProduct, Matrix.mulVec, Finset.mul_sum]
    refine Finset.sum_congr rfl fun a _ => Finset.sum_congr rfl fun b _ => ?_
    ring
  linarith

/-- For as many orthonormal orbitals as basis functions, the density matrix `Cᵀ C` is a right
inverse of `S` and the summed Mulliken gross population is one on every function. -/
theorem complete_set (S C : Matrix n n ℝ) (h : IsOrthonormalSet S C) :
    S * (Cᵀ * C) = 1 ∧ ∀ a, setMulliken S C a = 1 := by
  have h0 : C * (S * Cᵀ) = 1 := by
    rw [← Matrix.mul_assoc]
    exact h
  have h1 : S * Cᵀ * C = 1 := _root_.mul_eq_one_comm.mp h0
  refine ⟨by rw [← Matrix.mul_assoc]; exact h1, fun a => ?_⟩
  have h2 : (S * Cᵀ * C) a a = (1 : Matrix n n ℝ) a a := by rw [h1]
  rw [Matrix.mul_apply, Matrix.one_apply_eq] at h2
  refine Eq.trans (Finset.sum_congr rfl fun i _ => ?_) h2
  simp only [Matrix.mul_apply, Matrix.mulVec, dotProduct, Matrix.transpose_apply]
  exact mul_comm _ _

/-- For two functions with overlap `s` the population on the first one is `c₀² + 2 s c₀³ c₁ / (c₀² +
c₁²)`. -/
theorem pop_two (s : ℝ) (c : Fin 2 → ℝ) :
    pop (overlap s) c 0 = c 0 ^ 2 + 2 * s * c 0 ^ 3 * c 1 / (c 0 ^ 2 + c 1 ^ 2) := by
  have he : Finset.univ.erase (0 : Fin 2) = {1} := by decide
  have h00 : overlap s 0 0 = 1 := rfl
  have h01 : overlap s 0 1 = s := rfl
  rw [pop, he, Finset.sum_singleton, h00, h01, share]
  ring

/-- Two orbitals form an orthonormal set iff each has norm one and their overlap vanishes. -/
theorem orthonormal_two_iff (s : ℝ) (C : Matrix (Fin 2) (Fin 2) ℝ) :
    IsOrthonormalSet (overlap s) C ↔
      C 0 0 ^ 2 + 2 * s * C 0 0 * C 0 1 + C 0 1 ^ 2 = 1 ∧
      C 1 0 ^ 2 + 2 * s * C 1 0 * C 1 1 + C 1 1 ^ 2 = 1 ∧
      C 0 0 * C 1 0 + s * (C 0 0 * C 1 1 + C 0 1 * C 1 0) + C 0 1 * C 1 1 = 0 := by
  obtain ⟨s00, s01, s10, s11⟩ : overlap s 0 0 = 1 ∧ overlap s 0 1 = s ∧ overlap s 1 0 = s ∧
    overlap s 1 1 = 1 := ⟨rfl, rfl, rfl, rfl⟩
  have i01 : (1 : Matrix (Fin 2) (Fin 2) ℝ) 0 1 = 0 := Matrix.one_apply_ne (by decide)
  have i10 : (1 : Matrix (Fin 2) (Fin 2) ℝ) 1 0 = 0 := Matrix.one_apply_ne (by decide)
  rw [IsOrthonormalSet, ← Matrix.ext_iff]
  simp only [Fin.forall_fin_two, Matrix.mul_apply, Fin.sum_univ_two, Matrix.transpose_apply,
    s00, s01, s10, s11, i01, i10, Matrix.one_apply_eq]
  constructor
  · rintro ⟨⟨h1, h2⟩, _, h4⟩
    exact ⟨by linear_combination h1, by linear_combination h4, by linear_combination h2⟩
  · rintro ⟨h1, h2, h3⟩
    exact ⟨⟨by linear_combination h1, by linear_combination h3⟩,
      by linear_combination h3, by linear_combination h2⟩

/-- For `t > 0` the normalisation factor `N` is positive and `N² t = 1`. -/
theorem normFactor_spec {t : ℝ} (ht : 0 < t) :
    0 < normFactor t ∧ normFactor t ^ 2 * t = 1 := by
  unfold normFactor
  refine ⟨one_div_pos.mpr (Real.sqrt_pos.mpr ht), ?_⟩
  rw [div_pow, Real.sq_sqrt ht.le, div_mul_cancel₀ _ ht.ne']
  norm_num

/-- The bonding and antibonding orbitals are orthonormal, and their populations on the first
function sum to one. -/
theorem canonical_set {s : ℝ} (h1 : -1 < s) (h2 : s < 1) :
    IsOrthonormalSet (overlap s) (canonical s) ∧ setPop (overlap s) (canonical s) 0 = 1 := by
  obtain ⟨p, q, hp0, hp, hq0, hq, c00, c01, c10, c11⟩ : ∃ p q : ℝ,
      0 < p ∧ p ^ 2 * (2 * (1 + s)) = 1 ∧ 0 < q ∧ q ^ 2 * (2 * (1 - s)) = 1 ∧
      canonical s 0 0 = p ∧ canonical s 0 1 = p ∧ canonical s 1 0 = q ∧ canonical s 1 1 = -q :=
    have a := normFactor_spec (t := 2 * (1 + s)) (by linarith)
    have b := normFactor_spec (t := 2 * (1 - s)) (by linarith)
    ⟨_, _, a.1, a.2, b.1, b.2, rfl, rfl, rfl, rfl⟩
  constructor
  · rw [orthonormal_two_iff, c00, c01, c10, c11]
    exact ⟨by linear_combination hp, by linear_combination hq, by ring⟩
  · -- equal weights: each overlap population is halved
    have e1 : 2 * s * p ^ 3 * p / (p ^ 2 + p ^ 2) = s * p ^ 2 := by
      rw [div_eq_iff (by positivity)]
      ring
    have e2 : 2 * s * q ^ 3 * -q / (q ^ 2 + (-q) ^ 2) = -s * q ^ 2 := by
      rw [div_eq_iff (by positivity)]
      ring
    rw [setPop, Fin.sum_univ_two, pop_two, pop_two, c00, c01, c10, c11, e1, e2]
    linear_combination (1 / 2 : ℝ) * hp + (1 / 2 : ℝ) * hq

/-- The orbitals `(1, 0)` and `(-s, 1) / √(1 - s²)` are orthonormal, and their populations on
the first function sum to `1 + s² / (1 + s²)`. -/
theorem schmidt_set {s : ℝ} (h1 : -1 < s) (h2 : s < 1) :
    IsOrthonormalSet (overlap s) (schmidt s) ∧
      setPop (overlap s) (schmidt s) 0 = 1 + s ^ 2 / (1 + s ^ 2) := by
  obtain ⟨r, hr0, hr, c00, c01, c10, c11⟩ : ∃ r : ℝ, 0 < r ∧ r ^ 2 * (1 - s ^ 2) = 1 ∧
      schmidt s 0 0 = 1 ∧ schmidt s 0 1 = 0 ∧ schmidt s 1 0 = -s * r ∧ schmidt s 1 1 = r :=
    have a := normFactor_spec (t := 1 - s ^ 2) (by nlinarith)
    ⟨_, a.1, a.2, rfl, rfl, rfl, rfl⟩
  constructor
  · rw [orthonormal_two_iff, c00, c01, c10, c11]
    exact ⟨by ring, by linear_combination hr, by ring⟩
  · -- the second orbital gives the fraction s² / (1 + s²) to the first function
    have hd : (1 + s ^ 2 : ℝ) ≠ 0 := by positivity
    have hD : (-s * r) ^ 2 + r ^ 2 ≠ 0 :=
      (add_pos_of_nonneg_of_pos (sq_nonneg _) (pow_pos hr0 2)).ne'
    have e : 2 * s * (-s * r) ^ 3 * r / ((-s * r) ^ 2 + r ^ 2)
        = -2 * s ^ 4 * r ^ 2 / (1 + s ^ 2) := by
      rw [div_eq_div_iff hD hd]
      ring
    have hw := mul_inv_cancel₀ hd
    rw [setPop, Fin.sum_univ_two, pop_two, pop_two, c00, c01, c10, c11, e]
    linear_combination (-(s ^ 2 * r ^ 2)) * hw + s ^ 2 * (1 + s ^ 2)⁻¹ * hr

/-- Both orbital sets are orthonormal, with the same density matrix and the same Mulliken sum
one on the first function, while their Stout-Politzer sums are `1` and `1 + s² / (1 + s²)`,
the second strictly larger for `s ≠ 0`. -/
theorem setPop_not_invariant {s : ℝ} (h1 : -1 < s) (h2 : s < 1) :
    (IsOrthonormalSet (overlap s) (canonical s) ∧ IsOrthonormalSet (overlap s) (schmidt s)) ∧
    (canonical s)ᵀ * canonical s = (schmidt s)ᵀ * schmidt s ∧
    (setMulliken (overlap s) (canonical s) 0 = 1 ∧ setMulliken (overlap s) (schmidt s) 0 = 1) ∧
    (setPop (overlap s) (canonical s) 0 = 1 ∧
      setPop (overlap s) (schmidt s) 0 = 1 + s ^ 2 / (1 + s ^ 2)) ∧
    (s ≠ 0 → setPop (overlap s) (canonical s) 0 < setPop (overlap s) (schmidt s) 0) := by
  obtain ⟨a1, a2⟩ := canonical_set h1 h2
  obtain ⟨b1, b2⟩ := schmidt_set h1 h2
  obtain ⟨da, ma⟩ := complete_set _ _ a1
  obtain ⟨db, mb⟩ := complete_set _ _ b1
  -- both densities equal the inverse of the overlap matrix
  refine ⟨⟨a1, b1⟩, (Matrix.inv_eq_right_inv da).symm.trans (Matrix.inv_eq_right_inv db),
    ⟨ma 0, mb 0⟩, ⟨a2, b2⟩, fun hs => ?_⟩
  have : 0 < s ^ 2 / (1 + s ^ 2) := by positivity
  linarith

end

end StoutPolitzer
```

```lean
#print axioms StoutPolitzer.sum_pop
-- 'StoutPolitzer.sum_pop' depends on axioms: [propext, Classical.choice, Quot.sound]
#print axioms StoutPolitzer.orthonormal_two_iff
-- 'StoutPolitzer.orthonormal_two_iff' depends on axioms: [propext, Classical.choice, Quot.sound]
#print axioms StoutPolitzer.setPop_not_invariant
-- 'StoutPolitzer.setPop_not_invariant' depends on axioms: [propext, Classical.choice, Quot.sound]
```

## From the shares to the norm

`share_add` splits on `x ^ 2 + y ^ 2 = 0`. In that case $x=0$, and both shares and the right side contain the factor $x$. Otherwise `hw` says that the denominator times its inverse is one, and `linear_combination (2 * x * y * σ) * hw` is the addition of the two fractions. In `pop_eq_sum` the step `hself` is half of `share_add x x σ`, and `Finset.add_sum_erase` puts the diagonal term back into the sum. In `sum_pop`, `h1` is the exchange of names, where the symmetry of `S` is used, `h2` adds the two double sums to $2c^{T}Sc$, and `linarith` divides by two. This theorem records the conservation of the norm and is not needed for the comparison of the sets.

In `complete_set`, `_root_.mul_eq_one_comm` turns $C\,(SC^{T})=1$ into $SC^{T}C=1$. The diagonal entry `h2`, written out as a sum over orbitals, matches `setMulliken` term by term.

## Removing the square roots

`pop_two` reduces the sum over $b\ne0$ to the single term $b=1$. `orthonormal_two_iff` expands $CSC^{T}=1$ into four entries, of which the two off-diagonal ones are the same polynomial equation, so two norms and one overlap remain. `normFactor_spec` gives $N>0$ and $N^2t=1$ for $N=1/\sqrt t$ and $t>0$. The two set theorems use nothing else about the roots: each begins with an `obtain` that names the factors `p`, `q` or `r` and keeps these two properties together with the matrix entries. The bounds on $s$ enter here, as $2(1+s)>0$, $2(1-s)>0$ and $1-s^2>0$.

In `canonical_set` the equations `e1` and `e2` are the shares $sp^2$ and $-sq^2$, with positivity of $p$ and $q$ allowing the cross-multiplication. The last line adds half of `hp` and half of `hq`, which is $\tfrac12+\tfrac12$. In `schmidt_set` the equation `e` cancels $r^2$ from the share. The closing combination uses `hw` to bring $s^2r^2$ over the denominator $1+s^2$ and `hr` to replace $r^2(1-s^2)$ by one.

The main theorem applies `complete_set` to both sets. By `Matrix.inv_eq_right_inv` each density matrix equals the inverse of `overlap s`, so they equal each other, and `positivity` gives $s^2/(1+s^2)>0$ for $s\neq0$.

## The two rules in a program

A Mulliken analysis forms $P$ once and reads off the diagonal of $SP$. The Stout-Politzer rule is applied to each orbital separately and the results are added. The form $q_a=\sum_b h(c_a,c_b,S_{ab})$ makes the function for one orbital short, because the diagonal weight $\tfrac12$ reproduces the net population:

```python
def pop(S, c):
    w = c**2
    D = w[:, None] + w[None, :]
    W = np.divide(w[:, None], D, out=np.zeros_like(D), where=D > 0)
    return (2 * np.outer(c, c) * S * W).sum(axis=1)
```

Here `c` and `S` are floating-point NumPy arrays. A program that stores orbitals as columns passes columns where the Lean definitions take rows. At $s=\tfrac12$ the summed output is $(1,1)$ for the canonical set and $(1.2,\,0.8)$ for the Schmidt set, while $P=\begin{pmatrix}4/3&-2/3\\-2/3&4/3\end{pmatrix}$ in both cases; the entries for $\chi_1$ and the explicit $P$ come from plain arithmetic and are not among the stated theorems. A report of such sums should name the orbitals, canonical or localised, from which they were computed.
